# A regular free radial wave that starts out positive increases throughout its centrifugal barrier

## The radial equation and its regular solutions

Let $r>0$ be the distance from the centre of a sphere of radius $R$, $l$ the angular momentum and $k\ge 0$ a wave number. A free wave with radial amplitude $u(r)/r$ in the channel $l$ satisfies

$$u''=q\,u,\qquad q(r)=\frac{l(l+1)}{r^2}-k^2 .$$

The centrifugal barrier is the region $kr\le\sqrt{l(l+1)}$, where $q\ge 0$. In the linearised augmented-plane-wave (LAPW) method, $k$ is the length of the plane wave's vector $\mathbf k+\mathbf G$, where $\mathbf k$ is the Bloch vector and $\mathbf G$ a reciprocal lattice vector, and the amplitude to be matched at the sphere in channel $l$ is proportional to the spherical Bessel function $j_l(kR)$, which corresponds to $u(r)=r\,j_l(kr)$.

```lean
import Mathlib

open Set Filter Topology

namespace LAPWBarrierGrowth

noncomputable section
```

The coefficient $q$ is `barrier l k`, with `l` a natural number and `k` a real one.

```lean
/-- The coefficient `l(l+1)/r² - k²` of the radial equation for a free wave of wave number `k`
and angular momentum `l`, for `r ≠ 0`. -/
def barrier (l : ℕ) (k r : ℝ) : ℝ := (l : ℝ) * (l + 1) / r ^ 2 - k ^ 2
```

A regular solution tends to zero at the origin and is positive near it, which fixes its sign but not its normalisation. In the structure below, `du` is the derivative $u'$. The equation is required only in the open interval $(0,R)$, together with continuity of $u$ on $(0,R]$, so a $C^2$ solution on $(0,R]$ with the same behaviour at the origin qualifies. The coefficient `q` is left general, because most of the argument uses only its sign.

```lean
/-- `u`, with derivative `du`, solves `u'' = q u` inside the sphere of radius `R`, is continuous
up to the sphere, tends to zero at the origin and is positive near it. -/
structure IsRegularSolution (q : ℝ → ℝ) (R : ℝ) (u du : ℝ → ℝ) : Prop where
  cont : ContinuousOn u (Ioc 0 R)
  hasDeriv : ∀ r ∈ Ioo 0 R, HasDerivAt u (du r) r
  radial : ∀ r ∈ Ioo 0 R, HasDerivAt du (q r * u r) r
  origin : Tendsto u (𝓝[>] 0) (𝓝 0)
  pos : ∀ᶠ r in 𝓝[>] (0 : ℝ), 0 < u r
```

## The product $uu'$ cannot decrease

By the product rule and the radial equation,

$$(uu')'=u'^2+u\,u''=u'^2+q\,u^2\ge 0\quad\text{where } q\ge 0 .$$

In the proof, `hd` is this derivative, and `nlinarith` obtains its sign from the two non-negative terms.

```lean
variable {q u du : ℝ → ℝ} {R : ℝ}

/-- If `q ≥ 0` throughout `(0, R)`, the product `u u'` of a regular solution never decreases with
the radius there. -/
theorem product_monotoneOn (h : IsRegularSolution q R u du) (hq : ∀ r ∈ Ioo 0 R, 0 ≤ q r) :
    MonotoneOn (fun r => u r * du r) (Ioo 0 R) := by
  have hd : ∀ r ∈ Ioo 0 R,
      HasDerivAt (fun r => u r * du r) (du r * du r + u r * (q r * u r)) r :=
    fun r hr => (h.hasDeriv r hr).fun_mul (h.radial r hr)
  refine monotoneOn_of_deriv_nonneg (convex_Ioo 0 R)
    (fun r hr => (hd r hr).continuousAt.continuousWithinAt) ?_ ?_
  · rw [interior_Ioo]
    exact fun r hr => (hd r hr).differentiableAt.differentiableWithinAt
  · rw [interior_Ioo]
    intro r hr
    rw [(hd r hr).deriv]
    nlinarith [mul_nonneg (hq r hr) (mul_self_nonneg (u r)), mul_self_nonneg (du r)]
```

## Growth close to the origin

Given $r$ in $(0,R)$, pick $b<r$ so small that $u>0$ on $(0,b]$. Since $u\to 0$ at the origin, some $a<b$ has $u(a)<u(b)$. The mean value theorem then gives $s$ between $a$ and $b$ with

$$u'(s)=\frac{u(b)-u(a)}{b-a}>0,$$

and $u(s)>0$ as well, so $u(s)u'(s)>0$.

```lean
/-- Arbitrarily close to the origin there are radii at which a regular solution has `u u' > 0`. -/
theorem exists_early_growth (h : IsRegularSolution q R u du) {r : ℝ} (hr : r ∈ Ioo 0 R) :
    ∃ s ∈ Ioo 0 r, 0 < u s * du s := by
  obtain ⟨d, hd, hpos⟩ := mem_nhdsGT_iff_exists_Ioo_subset.1 h.pos
  have hd0 : 0 < d := hd
  obtain ⟨b, hb0, hb⟩ := exists_between (lt_min hd0 hr.1)
  have hbd : b < d := hb.trans_le (min_le_left _ _)
  have hbr : b < r := hb.trans_le (min_le_right _ _)
  have hub : 0 < u b := hpos ⟨hb0, hbd⟩
  obtain ⟨a, hua, ha⟩ :=
    ((h.origin.eventually_lt_const hub).and (Ioo_mem_nhdsGT hb0)).exists
  -- the mean value theorem between a and b
  obtain ⟨s, hs, hslope⟩ := exists_hasDerivAt_eq_slope u du ha.2
    (h.cont.mono fun x hx => ⟨ha.1.trans_le hx.1, hx.2.trans (hbr.trans hr.2).le⟩)
    (fun x hx => h.hasDeriv x ⟨ha.1.trans hx.1, hx.2.trans (hbr.trans hr.2)⟩)
  refine ⟨s, ⟨ha.1.trans hs.1, hs.2.trans hbr⟩,
    mul_pos (hpos ⟨ha.1.trans hs.1, hs.2.trans hbd⟩) ?_⟩
  rw [hslope]
  exact div_pos (sub_pos.2 hua) (sub_pos.2 ha.2)
```

With no condition on the limit at the origin, the conclusion fails: for $l=1$, $k=0$ the irregular solution $u=1/r$ is positive and satisfies $u''=2u/r^2$, yet it decreases.

## No node, and a positive slope

Every $x$ in $(0,R)$ has a smaller radius $s$ with $u(s)u'(s)>0$. As the product does not decrease, $u(x)u'(x)>0$ too; this is `hprod`. If $u(r)\le 0$ at some $r$, then $u$, being positive near the origin, would vanish at some $x\le r$ by the intermediate value theorem, and $u(x)u'(x)=0$ would contradict this. Hence $u>0$, and therefore $u'>0$.

```lean
/-- If `q ≥ 0` throughout `(0, R)`, a regular solution and its slope are both positive there. -/
theorem value_and_slope_pos (h : IsRegularSolution q R u du) (hq : ∀ r ∈ Ioo 0 R, 0 ≤ q r)
    {r : ℝ} (hr : r ∈ Ioo 0 R) : 0 < u r ∧ 0 < du r := by
  have hprod : ∀ x ∈ Ioo 0 R, 0 < u x * du x := by
    intro x hx
    obtain ⟨s, hs, hs'⟩ := exists_early_growth h hx
    exact hs'.trans_le (product_monotoneOn h hq ⟨hs.1, hs.2.trans hx.2⟩ hx hs.2.le)
  have hu : 0 < u r := by
    by_contra hneg
    obtain ⟨s, hus, hs⟩ := (h.pos.and (Ioo_mem_nhdsGT hr.1)).exists
    -- a change of sign would force a node, where u u' vanishes
    obtain ⟨x, hx, hx0⟩ := intermediate_value_Icc' hs.2.le
      (h.cont.mono fun x hx => ⟨hs.1.trans_le hx.1, hx.2.trans hr.2.le⟩)
      ⟨not_lt.1 hneg, hus.le⟩
    have hp := hprod x ⟨hs.1.trans_le hx.1, hx.2.trans_lt hr.2⟩
    rw [hx0, zero_mul] at hp
    exact lt_irrefl _ hp
  exact ⟨hu, (mul_pos_iff_of_pos_left hu).1 (hprod r hr)⟩
```

A positive derivative in the interior and continuity up to $R$ make $u$ strictly increasing on $(0,R]$. In Lean, `StrictMonoOn u (Ioc 0 R)` says that $0<r_1<r_2\le R$ implies $u(r_1)<u(r_2)$.

```lean
/-- If `q ≥ 0` throughout `(0, R)`, a regular solution is strictly increasing on `(0, R]`. -/
theorem strictMonoOn_of_nonneg (h : IsRegularSolution q R u du)
    (hq : ∀ r ∈ Ioo 0 R, 0 ≤ q r) : StrictMonoOn u (Ioc 0 R) := by
  refine strictMonoOn_of_deriv_pos (convex_Ioc 0 R) h.cont fun r hr => ?_
  rw [interior_Ioc] at hr
  rw [(h.hasDeriv r hr).deriv]
  exact (value_and_slope_pos h hq hr).2
```

## The amplitude $u/r$ grows too

Growth of $u$ does not by itself give growth of $u/r$. The derivative of the quotient is

$$\left(\frac{u}{r}\right)'=\frac{w}{r^2},\qquad w=r u'-u,\qquad w'=r u''=r\,q\,u .$$

If $q>0$, then $w'>0$, so $w$ is strictly increasing. Suppose $w(r)\le 0$ for some $r$ in $(0,R)$, and take $m<r$, so that $w(m)<0$. For every $s<m$,

$$-u(s)<s\,u'(s)-u(s)=w(s)<w(m),$$

so $u(s)>-w(m)>0$. This contradicts $u\to 0$ at the origin. Thus $w>0$, which is `hwpos` in the proof, and $u/r$ is strictly increasing.

```lean
/-- If `q > 0` throughout `(0, R)`, the amplitude `u/r` of a regular solution is strictly increasing
on `(0, R]`. -/
theorem div_strictMonoOn_of_pos (h : IsRegularSolution q R u du)
    (hq : ∀ r ∈ Ioo 0 R, 0 < q r) : StrictMonoOn (fun r => u r / r) (Ioc 0 R) := by
  have hp := fun r (hr : r ∈ Ioo 0 R) => value_and_slope_pos h (fun x hx => (hq x hx).le) hr
  have hd : ∀ r ∈ Ioo 0 R, HasDerivAt (fun r => r * du r - u r) (r * (q r * u r)) r :=
    fun r hr => (((hasDerivAt_id' r).fun_mul (h.radial r hr)).fun_sub
      (h.hasDeriv r hr)).congr_deriv (by ring)
  have hw : StrictMonoOn (fun r => r * du r - u r) (Ioo 0 R) := by
    refine strictMonoOn_of_deriv_pos (convex_Ioo 0 R)
      (fun r hr => (hd r hr).continuousAt.continuousWithinAt) fun r hr => ?_
    rw [interior_Ioo] at hr
    rw [(hd r hr).deriv]
    exact mul_pos hr.1 (mul_pos (hq r hr) (hp r hr).1)
  -- r u' - u increases, and near the origin it exceeds -u, which tends to zero
  have hwpos : ∀ r ∈ Ioo 0 R, 0 < r * du r - u r := by
    intro r hr
    obtain ⟨m, hm0, hmr⟩ := exists_between hr.1
    have hm : m ∈ Ioo 0 R := ⟨hm0, hmr.trans hr.2⟩
    have h1 : m * du m - u m < r * du r - u r := hw hm hr hmr
    by_contra hneg
    have h2 : 0 < -(m * du m - u m) := by linarith
    obtain ⟨s, hus, hs⟩ :=
      ((h.origin.eventually_lt_const h2).and (Ioo_mem_nhdsGT hm0)).exists
    have hsR : s ∈ Ioo 0 R := ⟨hs.1, hs.2.trans hm.2⟩
    have h3 : s * du s - u s < m * du m - u m := hw hsR hm hs.2
    have h4 := mul_pos hs.1 (hp s hsR).2
    linarith
  refine strictMonoOn_of_deriv_pos (convex_Ioc 0 R)
    (h.cont.div continuousOn_id fun r hr => hr.1.ne') fun r hr => ?_
  rw [interior_Ioc] at hr
  rw [((h.hasDeriv r hr).fun_div (hasDerivAt_id' r) hr.1.ne').deriv]
  have h5 := hwpos r hr
  exact div_pos (by linarith) (pow_pos hr.1 2)
```

The same argument applies to a regular solution of the free radial equation at negative energy, where $q=l(l+1)/r^2+\kappa^2$ with $\kappa>0$. This is positive at every radius, so both $u$ and $u/r$ increase in a sphere of any size, including for $l=0$.

## Spheres inside the barrier

It remains to find the sign of $q$ for the free wave. If $kR\le\sqrt{l(l+1)}$ and $0<r<R$, then $kr\le\sqrt{l(l+1)}$. Squaring gives $k^2r^2\le l(l+1)$, which is $q(r)\ge 0$. The hypothesis `hR` places the sphere inside the barrier, and `h` says that $u$ is a regular solution there. The choice $k=1$, $R=\sqrt{l(l+1)}$ gives growth over the whole barrier in the dimensionless radius.

```lean
/-- A regular free radial wave `u` is strictly increasing on `(0, R]` as long as the sphere lies
inside the centrifugal barrier, `k R ≤ √(l(l+1))` with `k ≥ 0`. -/
theorem radial_wave_strictMonoOn {l : ℕ} {k : ℝ} (hk : 0 ≤ k)
    (hR : k * R ≤ √((l : ℝ) * (l + 1))) (h : IsRegularSolution (barrier l k) R u du) :
    StrictMonoOn u (Ioc 0 R) := by
  refine strictMonoOn_of_nonneg h fun r hr => ?_
  have h1 : k * r ≤ √((l : ℝ) * (l + 1)) :=
    (mul_le_mul_of_nonneg_left hr.2.le hk).trans hR
  have h2 := pow_le_pow_left₀ (mul_nonneg hk hr.1.le) h1 2
  rw [Real.sq_sqrt (by positivity), mul_pow] at h2
  exact sub_nonneg.2 ((le_div_iff₀ (pow_pos hr.1 2)).2 h2)
```

The theorem for $u/r$ assumes the strict inequality $q>0$ inside the sphere. When $l\ge 1$ it holds: if $k=0$, then $kr=0<\sqrt{l(l+1)}$, and if $k>0$, then $kr<kR\le\sqrt{l(l+1)}$. The value $l=0$ has to be excluded, since with $k=0$ the regular solution $u=r$ has the constant amplitude $u/r=1$.

```lean
/-- For `l ≥ 1`, `k ≥ 0` and `k R ≤ √(l(l+1))`, the amplitude `u/r` of a regular free radial
wave is strictly increasing on `(0, R]`. -/
theorem channel_amplitude_strictMonoOn {l : ℕ} {k : ℝ} (hl : 1 ≤ l) (hk : 0 ≤ k)
    (hR : k * R ≤ √((l : ℝ) * (l + 1))) (h : IsRegularSolution (barrier l k) R u du) :
    StrictMonoOn (fun r => u r / r) (Ioc 0 R) := by
  refine div_strictMonoOn_of_pos h fun r hr => ?_
  have hl0 : (0 : ℝ) < l := by exact_mod_cast hl
  have h1 : k * r < √((l : ℝ) * (l + 1)) := by
    rcases hk.eq_or_lt with h0 | h0
    · rw [← h0, zero_mul]
      exact Real.sqrt_pos.2 (by positivity)
    · exact (mul_lt_mul_of_pos_left hr.2 h0).trans_le hR
  have h2 := pow_lt_pow_left₀ h1 (mul_nonneg hk hr.1.le) two_ne_zero
  rw [Real.sq_sqrt (by positivity), mul_pow] at h2
  exact sub_pos.2 ((lt_div_iff₀ (pow_pos hr.1 2)).2 h2)
```

For LAPW this means that, at fixed $k>0$ and $l\ge 1$, enlarging the sphere increases the free-wave amplitude to be matched as long as the sphere stays inside the barrier. The matching coefficients also depend on the radial functions of the potential inside the sphere, which do not enter here. The theorem takes the regular solution as given; the next step supplies one for $l=1$, $k=1$.

## The case $l=1$: growth of $j_1$ up to $\sqrt2$

Take $u=\dfrac{\sin r}{r}-\cos r$. Differentiating twice,

$$u'=\frac{\cos r}{r}-\frac{\sin r}{r^2}+\sin r,$$

$$u''=\frac{2\sin r}{r^3}-\frac{2\cos r}{r^2}-\frac{\sin r}{r}+\cos r=\left(\frac{2}{r^2}-1\right)u .$$

For $0<r<1$ the inequality $\tan r>r$ gives $u>0$, and $\sin r<r$ gives $u<1-\cos r$, so $u\to 0$ at the origin. In Lean, `field_simp` and `ring` verify the derivatives, and a squeeze between $0$ and $1-\cos r$ gives the limit.

```lean
/-- The function `sin r / r - cos r` is a regular solution of the radial equation with `l = 1`
and `k = 1`, in a sphere of any radius. -/
theorem regularSolution_witness (R : ℝ) :
    IsRegularSolution (barrier 1 1) R (fun r => Real.sin r / r - Real.cos r)
      (fun r => Real.cos r / r - Real.sin r / r ^ 2 + Real.sin r) := by
  have hd : ∀ r : ℝ, 0 < r → HasDerivAt (fun r => Real.sin r / r - Real.cos r)
      (Real.cos r / r - Real.sin r / r ^ 2 + Real.sin r) r := by
    intro r hr
    have hr0 := hr.ne'
    refine (((Real.hasDerivAt_sin r).fun_div (hasDerivAt_id' r) hr0).fun_sub
      (Real.hasDerivAt_cos r)).congr_deriv ?_
    field_simp
    ring
  have hpos : ∀ᶠ r in 𝓝[>] (0 : ℝ), 0 < Real.sin r / r - Real.cos r := by
    filter_upwards [Ioo_mem_nhdsGT (zero_lt_one' ℝ)] with r hr
    have hpi : r < Real.pi / 2 := by linarith [hr.2, Real.pi_gt_three]
    have hc : 0 < Real.cos r := Real.cos_pos_of_mem_Ioo ⟨by linarith [hr.1, hpi], hpi⟩
    have ht := Real.lt_tan hr.1 hpi
    rw [Real.tan_eq_sin_div_cos, lt_div_iff₀ hc] at ht
    rw [sub_pos, lt_div_iff₀ hr.1]
    linarith
  refine ⟨fun r hr => (hd r hr.1).continuousAt.continuousWithinAt,
    fun r hr => hd r hr.1, fun r hr => ?_, ?_, hpos⟩
  · have hr0 := hr.1.ne'
    refine ((((Real.hasDerivAt_cos r).fun_div (hasDerivAt_id' r) hr0).fun_sub
      ((Real.hasDerivAt_sin r).fun_div (hasDerivAt_pow 2 r) (pow_ne_zero 2 hr0))).fun_add
      (Real.hasDerivAt_sin r)).congr_deriv ?_
    simp only [barrier, Nat.cast_one]
    field_simp
    ring
  · -- squeeze between 0 and 1 - cos r
    have hc : Tendsto (fun r : ℝ => 1 - Real.cos r) (𝓝[>] 0) (𝓝 0) := by
      have h0 : Continuous fun r : ℝ => 1 - Real.cos r := by fun_prop
      have h1 := h0.tendsto 0
      rw [Real.cos_zero, sub_self] at h1
      exact h1.mono_left nhdsWithin_le_nhds
    refine tendsto_of_tendsto_of_tendsto_of_le_of_le' tendsto_const_nhds hc
      (hpos.mono fun r hr => hr.le) ?_
    filter_upwards [self_mem_nhdsWithin] with r hr
    have hr' : 0 < r := hr
    have h2 : Real.sin r / r ≤ 1 := (div_le_one hr').2 (Real.sin_lt hr').le
    linarith
```

Here $u/r=j_1(r)$, and the barrier ends at $\sqrt{1\cdot 2}=\sqrt2$. The amplitude theorem with $R=\sqrt2$ therefore shows that $j_1$ is strictly increasing on $(0,\sqrt2]$. The end of the barrier is not the maximum of $j_1$, which is still rising there.

```lean
/-- The spherical Bessel function `j₁(r) = (sin r / r - cos r) / r` is strictly increasing
on `(0, √2]`. -/
theorem sphericalBessel_one_strictMonoOn :
    StrictMonoOn (fun r : ℝ => (Real.sin r / r - Real.cos r) / r) (Ioc 0 (√2)) :=
  channel_amplitude_strictMonoOn le_rfl zero_le_one (by norm_num)
    (regularSolution_witness (√2))

end

end LAPWBarrierGrowth
```

```lean
#print axioms LAPWBarrierGrowth.radial_wave_strictMonoOn
#print axioms LAPWBarrierGrowth.sphericalBessel_one_strictMonoOn
```

```
'LAPWBarrierGrowth.radial_wave_strictMonoOn' depends on axioms: [propext, Classical.choice, Quot.sound]
'LAPWBarrierGrowth.sphericalBessel_one_strictMonoOn' depends on axioms: [propext, Classical.choice, Quot.sound]
```
